# Two-copy virtual distillation errs by at most \(2\lVert O\rVert(e/(1-e))^2\) when the error part annihilates the target state

A noisy device should prepare a unit vector \(u\), but delivers
\[
\rho=(1-e)\,uu^\dagger+e\,\sigma ,
\]
where \(\sigma\) is a density matrix with \(\sigma u=0\) and \(e\), with \(0\le e<1\), is the weight of the error. Two copies of \(\rho\), combined with the operator \(F\) that swaps them, estimate the expectation value of an observable \(O\) in the state \(u\):
\[
\left|\frac{\operatorname{Tr}\big(F(O\otimes 1)(\rho\otimes\rho)\big)}{\operatorname{Tr}\big(F(\rho\otimes\rho)\big)}-\langle u,Ou\rangle\right|\le 2\lVert O\rVert\left(\frac{e}{1-e}\right)^2 .
\]
A single copy has an error of first order in \(e\) in general; here it is of second order.

The condition \(\sigma u=0\) makes \(u\) an eigenvector of \(\rho\). On a real device, noise usually tilts the dominant eigenvector away from the state that the ideal circuit would give, and the bound says nothing about that tilt.

## States, swap and estimate

```lean
import Mathlib

open Matrix
open scoped Kronecker ComplexOrder Matrix.Norms.L2Operator

namespace SwapVirtualDistillation

noncomputable section

variable {n : Type*} [Fintype n] [DecidableEq n]
```

Here `n` is the finite set of basis labels, not a number. A vector is a function `n → ℂ`, and `‖O‖` is the operator norm belonging to the Euclidean length of vectors.

```lean
/-- The swap operator `F` on two copies of a system with basis labels `n`. -/
def swapOp (n : Type*) [DecidableEq n] : Matrix (n × n) (n × n) ℂ :=
  Matrix.of fun p q => if q = p.swap then 1 else 0
```

Rows and columns of \(F\) are labelled by pairs. An entry is 1 if the pair of its column is the pair of its row with the two labels exchanged, and 0 otherwise.

```lean
/-- A density matrix: positive semidefinite with trace one. -/
def IsDensity (σ : Matrix n n ℂ) : Prop := σ.PosSemidef ∧ σ.trace = 1
```

`IsDensity σ` is a statement about `σ`: it is positive semidefinite (hence Hermitian) and has trace one.

```lean
/-- The purity `Tr σ²`, taken as a real number. -/
def purity (σ : Matrix n n ℂ) : ℝ := (Matrix.trace (σ * σ)).re
```

Write \(p=\operatorname{Tr}\sigma^2\) for the purity. The `.re` takes the real part, which loses nothing for Hermitian \(\sigma\).

```lean
/-- The state `(1 - e) u u† + e σ`: a target vector `u` with an error part `σ` of weight `e`. -/
def noisyState (e : ℝ) (u : n → ℂ) (σ : Matrix n n ℂ) : Matrix n n ℂ :=
  (1 - (e : ℂ)) • vecMulVec u (star u) + (e : ℂ) • σ
```

This is \(\rho\). The expression `vecMulVec u (star u)` is \(uu^\dagger\), `•` multiplies by a scalar, and `(e : ℂ)` is the real number \(e\) read as a complex one.

```lean
/-- The two-copy estimate `Tr(F (O ⊗ 1) (ρ ⊗ ρ)) / Tr(F (ρ ⊗ ρ))`, meaningful when the
denominator is nonzero. -/
def distilledValue (ρ O : Matrix n n ℂ) : ℂ :=
  Matrix.trace (swapOp n * (O ⊗ₖ (1 : Matrix n n ℂ)) * (ρ ⊗ₖ ρ)) /
    Matrix.trace (swapOp n * (ρ ⊗ₖ ρ))
```

This is the ratio in the opening formula, with `⊗ₖ` the Kronecker product.

## Two copies give \(\rho^2\)

```lean
/-- The swap operator exchanges the factors of a product vector. -/
theorem swapOp_mulVec (x y : n → ℂ) :
    swapOp n *ᵥ (fun p => x p.1 * y p.2) = fun p => y p.1 * x p.2 := by
  ext p
  simp only [swapOp, Matrix.mulVec, dotProduct, Matrix.of_apply, ite_mul, one_mul, zero_mul,
    Finset.sum_ite_eq', Finset.mem_univ, if_true, Prod.fst_swap, Prod.snd_swap]
  exact mul_comm _ _
```

In words, \(F(x\otimes y)=y\otimes x\), so the matrix does what a swap should do. Each row of \(F\) has a single 1, and `simp only` reduces the sum to that term.

```lean
/-- The swap trick: `Tr(F (A ⊗ B)) = Tr(A B)`. -/
theorem trace_swap_kronecker (A B : Matrix n n ℂ) :
    Matrix.trace (swapOp n * (A ⊗ₖ B)) = Matrix.trace (A * B) := by
  have h : ∀ p : n × n, (swapOp n * (A ⊗ₖ B)) p p = A p.2 p.1 * B p.1 p.2 := by
    intro p
    simp [swapOp, Matrix.mul_apply]
  calc Matrix.trace (swapOp n * (A ⊗ₖ B)) = ∑ p : n × n, A p.2 p.1 * B p.1 p.2 :=
        Finset.sum_congr rfl fun p _ => h p
    _ = ∑ i, ∑ j, A j i * B i j := Fintype.sum_prod_type _
    _ = Matrix.trace (A * B) := by
        rw [Finset.sum_comm]
        simp only [Matrix.trace, Matrix.diag_apply, Matrix.mul_apply]
```

For the pair \((i,j)\), the diagonal entry of \(F(A\otimes B)\) is \(A_{ji}B_{ij}\), which is `h`. Summing over both labels gives
\[
\operatorname{Tr}\big(F(A\otimes B)\big)=\sum_{i,j}A_{ji}B_{ij}=\operatorname{Tr}(AB).
\]
Since \((O\otimes1)(\rho\otimes\rho)=O\rho\otimes\rho\), the estimate equals \(\operatorname{Tr}(O\rho^2)/\operatorname{Tr}(\rho^2)\).

```lean
/-- If `u` is a unit vector and the Hermitian matrix `σ` annihilates it, squaring the noisy state
squares the two weights and leaves no cross terms. -/
theorem noisyState_sq {u : n → ℂ} {σ : Matrix n n ℂ} (e : ℝ) (hu : star u ⬝ᵥ u = 1)
    (hσ : σ.IsHermitian) (hσu : σ *ᵥ u = 0) :
    noisyState e u σ * noisyState e u σ =
      (1 - (e : ℂ)) ^ 2 • vecMulVec u (star u) + (e : ℂ) ^ 2 • (σ * σ) := by
  have hPP : vecMulVec u (star u) * vecMulVec u (star u) = vecMulVec u (star u) := by
    ext i j
    rw [Matrix.mul_apply]
    change ∑ k, u i * star (u k) * (u k * star (u j)) = u i * star (u j)
    have hu' : ∑ k, star (u k) * u k = 1 := hu
    calc _ = u i * (∑ k, star (u k) * u k) * star (u j) := by
          rw [Finset.mul_sum, Finset.sum_mul]
          exact Finset.sum_congr rfl fun k _ => by ring
      _ = _ := by rw [hu', mul_one]
  have hσP : σ * vecMulVec u (star u) = 0 := by
    ext i j
    rw [Matrix.mul_apply]
    change ∑ k, σ i k * (u k * star (u j)) = 0
    have h : ∑ k, σ i k * u k = 0 := congrFun hσu i
    simp_rw [← mul_assoc]
    rw [← Finset.sum_mul, h, zero_mul]
  have hP : (vecMulVec u (star u))ᴴ = vecMulVec u (star u) := by
    ext i j
    simp [Matrix.conjTranspose_apply, vecMulVec_apply, mul_comm]
  -- the other cross term is the adjoint of the first
  have hPσ : vecMulVec u (star u) * σ = 0 := by
    have h := congrArg Matrix.conjTranspose hσP
    rwa [Matrix.conjTranspose_mul, hσ.eq, hP, Matrix.conjTranspose_zero] at h
  unfold noisyState
  simp only [add_mul, mul_add, Matrix.smul_mul, Matrix.mul_smul, smul_smul, hPP, hσP, hPσ,
    smul_zero, add_zero, zero_add, pow_two]
```

The hypothesis `star u ⬝ᵥ u = 1` says \(u^\dagger u=1\), and `σ *ᵥ u = 0` says \(\sigma u=0\). With \(P=uu^\dagger\), three products are needed:

- \(P^2=u(u^\dagger u)u^\dagger=P\), which is `hPP`;
- \(\sigma P=(\sigma u)u^\dagger=0\), which is `hσP`;
- \(P\sigma=(\sigma P)^\dagger=0\), which is `hPσ`.

Expanding the square leaves \(\rho^2=(1-e)^2P+e^2\sigma^2\).

## Three estimates

```lean
/-- The modulus of `⟨x, O x⟩` is at most the operator norm of `O` times the squared length of `x`.
-/
theorem norm_expectation_le (O : Matrix n n ℂ) (x : n → ℂ) :
    ‖star x ⬝ᵥ O *ᵥ x‖ ≤ ‖O‖ * ∑ i, ‖x i‖ ^ 2 := by
  have h := Matrix.l2_opNorm_mulVec O (WithLp.toLp 2 x)
  have h2 := norm_inner_le_norm (𝕜 := ℂ) (WithLp.toLp 2 x) (WithLp.toLp 2 (O *ᵥ x))
  have h3 : inner ℂ (WithLp.toLp 2 x) (WithLp.toLp 2 (O *ᵥ x)) = star x ⬝ᵥ O *ᵥ x :=
    (EuclideanSpace.inner_eq_star_dotProduct _ _).trans (dotProduct_comm _ _)
  have h4 : ‖WithLp.toLp 2 x‖ ^ 2 = ∑ i, ‖x i‖ ^ 2 := EuclideanSpace.norm_sq_eq _
  rw [← h3, ← h4]
  calc _ ≤ ‖WithLp.toLp 2 x‖ * ‖WithLp.toLp 2 (O *ᵥ x)‖ := h2
    _ ≤ ‖WithLp.toLp 2 x‖ * (‖O‖ * ‖WithLp.toLp 2 x‖) :=
        mul_le_mul_of_nonneg_left h (norm_nonneg _)
    _ = _ := by ring
```

The expression `star x ⬝ᵥ O *ᵥ x` is \(\langle x,Ox\rangle\). Cauchy–Schwarz (`h2`) and the operator norm (`h`) give
\[
|\langle x,Ox\rangle|\le\lVert x\rVert\,\lVert Ox\rVert\le\lVert O\rVert\,\lVert x\rVert^2 .
\]

```lean
omit [DecidableEq n] in
/-- For Hermitian `σ`, `Tr σ²` is the sum of the squared moduli of the entries. -/
theorem trace_sq_eq {σ : Matrix n n ℂ} (hσ : σ.IsHermitian) :
    Matrix.trace (σ * σ) = ((∑ j, ∑ i, ‖σ i j‖ ^ 2 : ℝ) : ℂ) := by
  simp only [Matrix.trace, Matrix.diag_apply, Matrix.mul_apply]
  push_cast
  refine Finset.sum_congr rfl fun j _ => Finset.sum_congr rfl fun i _ => ?_
  rw [← hσ.apply j i]
  exact Complex.conj_mul' _
```

For Hermitian \(\sigma\), \(\sigma_{ji}=\overline{\sigma_{ij}}\), so \(\operatorname{Tr}\sigma^2=\sum_{j,i}\sigma_{ji}\sigma_{ij}=\sum_{j,i}|\sigma_{ij}|^2\).

```lean
omit [DecidableEq n] in
/-- The purity of a density matrix is at most one. -/
theorem purity_le_one {σ : Matrix n n ℂ} (hσ : IsDensity σ) : purity σ ≤ 1 := by
  -- two-by-two principal minors are non-negative
  have h : ∀ i j, 0 ≤ σ i i * σ j j - σ i j * σ j i := by
    intro i j
    have h := (hσ.1.submatrix ![i, j]).det_nonneg
    rw [Matrix.det_fin_two] at h
    exact h
  have key : ∑ i, ∑ j, (σ i i * σ j j - σ i j * σ j i) =
      Matrix.trace σ * Matrix.trace σ - Matrix.trace (σ * σ) := by
    simp only [Finset.sum_sub_distrib, Matrix.trace, Matrix.diag_apply, Matrix.mul_apply,
      Finset.sum_mul_sum]
  have h2 : 0 ≤ (∑ i, ∑ j, (σ i i * σ j j - σ i j * σ j i)).re := by
    simp only [Complex.re_sum]
    exact Finset.sum_nonneg fun i _ => Finset.sum_nonneg fun j _ => (Complex.le_def.1 (h i j)).1
  rw [key, hσ.2] at h2
  simp only [mul_one, Complex.sub_re, Complex.one_re] at h2
  unfold purity
  linarith
```

Positivity makes every two-by-two principal minor non-negative (`h`). Their sum (`key`) is
\[
0\le\sum_{i,j}(\sigma_{ii}\sigma_{jj}-\sigma_{ij}\sigma_{ji})=(\operatorname{Tr}\sigma)^2-\operatorname{Tr}\sigma^2=1-p .
\]

## The error bound

```lean
/-- For a unit vector `u`, a Hermitian `σ` with `σ u = 0` and `e ≠ 1`, the two-copy error is at most
`2 ‖O‖ e² p / ((1 - e)² + e² p)`, where `p` is the purity `Tr σ²`. -/
theorem distilled_error_le_purity {e : ℝ} {u : n → ℂ} {σ : Matrix n n ℂ} (O : Matrix n n ℂ)
    (he : e ≠ 1) (hu : star u ⬝ᵥ u = 1) (hσ : σ.IsHermitian) (hσu : σ *ᵥ u = 0) :
    ‖distilledValue (noisyState e u σ) O - star u ⬝ᵥ O *ᵥ u‖ ≤
      2 * ‖O‖ * (e ^ 2 * purity σ) / ((1 - e) ^ 2 + e ^ 2 * purity σ) := by
  have hs : purity σ = ∑ j, ∑ i, ‖σ i j‖ ^ 2 := by
    rw [purity, trace_sq_eq hσ, Complex.ofReal_re]
  have hp : 0 ≤ purity σ := by rw [hs]; positivity
  have ht : Matrix.trace (σ * σ) = (purity σ : ℂ) := by rw [hs, trace_sq_eq hσ]
  have hD : 0 < (1 - e) ^ 2 + e ^ 2 * purity σ := by
    have h1 : 0 < (1 - e) ^ 2 := sq_pos_of_ne_zero (sub_ne_zero.2 he.symm)
    positivity
  have hDc : (((1 - e) ^ 2 + e ^ 2 * purity σ : ℝ) : ℂ) ≠ 0 := Complex.ofReal_ne_zero.2 hD.ne'
  have hpure : ∀ A : Matrix n n ℂ,
      Matrix.trace (A * vecMulVec u (star u)) = star u ⬝ᵥ A *ᵥ u := by
    intro A
    simp only [Matrix.trace, Matrix.diag_apply, Matrix.mul_apply, vecMulVec_apply, dotProduct,
      Matrix.mulVec, Finset.mul_sum]
    exact Finset.sum_congr rfl fun i _ => Finset.sum_congr rfl fun k _ => by ring
  have hden : Matrix.trace (noisyState e u σ * noisyState e u σ) =
      (((1 - e) ^ 2 + e ^ 2 * purity σ : ℝ) : ℂ) := by
    have h1 := hpure 1
    rw [one_mul, Matrix.one_mulVec, hu] at h1
    rw [noisyState_sq e hu hσ hσu, Matrix.trace_add, Matrix.trace_smul, Matrix.trace_smul, h1, ht]
    push_cast
    simp only [smul_eq_mul, mul_one]
  -- the exact error
  have hval : distilledValue (noisyState e u σ) O - star u ⬝ᵥ O *ᵥ u =
      (e : ℂ) ^ 2 * (Matrix.trace (O * (σ * σ)) - (star u ⬝ᵥ O *ᵥ u) * (purity σ : ℂ)) /
        (((1 - e) ^ 2 + e ^ 2 * purity σ : ℝ) : ℂ) := by
    unfold distilledValue
    rw [mul_assoc, ← Matrix.mul_kronecker_mul, one_mul, trace_swap_kronecker,
      trace_swap_kronecker, hden, mul_assoc, noisyState_sq e hu hσ hσu, Matrix.mul_add,
      Matrix.mul_smul, Matrix.mul_smul, Matrix.trace_add, Matrix.trace_smul, Matrix.trace_smul,
      hpure, smul_eq_mul, smul_eq_mul, eq_div_iff hDc, sub_mul, div_mul_cancel₀ _ hDc]
    push_cast
    ring
  have hT : ‖Matrix.trace (O * (σ * σ))‖ ≤ ‖O‖ * purity σ := by
    -- a sum of `⟨s, O s⟩` over the columns `s` of σ
    have h1 : Matrix.trace (O * (σ * σ)) =
        ∑ j, star (fun i => σ i j) ⬝ᵥ O *ᵥ (fun i => σ i j) := by
      rw [← mul_assoc, Matrix.trace_mul_comm]
      simp only [Matrix.trace, Matrix.diag_apply, Matrix.mul_apply, dotProduct, Matrix.mulVec,
        Pi.star_apply]
      refine Finset.sum_congr rfl fun j _ => Finset.sum_congr rfl fun i _ => ?_
      rw [← hσ.apply j i]
    rw [h1, hs, Finset.mul_sum]
    exact (norm_sum_le _ _).trans (Finset.sum_le_sum fun j _ => norm_expectation_le O _)
  have ha : ‖star u ⬝ᵥ O *ᵥ u‖ ≤ ‖O‖ := by
    have h1 : ((∑ i, ‖u i‖ ^ 2 : ℝ) : ℂ) = star u ⬝ᵥ u := by
      push_cast
      exact Finset.sum_congr rfl fun i _ => (Complex.conj_mul' _).symm
    have h2 : ∑ i, ‖u i‖ ^ 2 = 1 := by exact_mod_cast h1.trans hu
    simpa only [h2, mul_one] using norm_expectation_le O u
  have hN : ‖Matrix.trace (O * (σ * σ)) - (star u ⬝ᵥ O *ᵥ u) * (purity σ : ℂ)‖ ≤
      2 * ‖O‖ * purity σ := by
    have h1 := norm_sub_le (Matrix.trace (O * (σ * σ))) ((star u ⬝ᵥ O *ᵥ u) * (purity σ : ℂ))
    rw [norm_mul, Complex.norm_real, Real.norm_of_nonneg hp] at h1
    linarith [mul_le_mul_of_nonneg_right ha hp]
  rw [hval, norm_div, norm_mul, norm_pow, Complex.norm_real, Complex.norm_real,
    Real.norm_of_nonneg hD.le, Real.norm_eq_abs, sq_abs]
  refine div_le_div_of_nonneg_right ?_ hD.le
  linarith [mul_le_mul_of_nonneg_left hN (sq_nonneg e)]
```

Besides \(\sigma u=0\), this sharper bound needs \(\sigma\) only to be Hermitian, not a density matrix. Put \(a=\langle u,Ou\rangle\) and \(D=(1-e)^2+e^2p\). By the formula for \(\rho^2\), \(\operatorname{Tr}\rho^2=D\) (`hden`), which is positive because \(e\ne1\) and \(p\ge0\). Then
\[
\frac{(1-e)^2a+e^2\operatorname{Tr}(O\sigma^2)}{D}-a=\frac{e^2\big(\operatorname{Tr}(O\sigma^2)-a\,p\big)}{D},
\]
which is `hval`. Let \(s_j\) be the \(j\)-th column of \(\sigma\). Then
\[
|\operatorname{Tr}(O\sigma^2)|=|\operatorname{Tr}(\sigma O\sigma)|=\Big|\sum_j\langle s_j,Os_j\rangle\Big|\le\lVert O\rVert\sum_j\lVert s_j\rVert^2=\lVert O\rVert\,p ,
\]
which is `hT`. Also \(|a|\le\lVert O\rVert\) (`ha`). The triangle inequality (`hN`) bounds the bracket by \(2\lVert O\rVert p\), so the error is at most \(2\lVert O\rVert e^2p/D\).

```lean
/-- Virtual distillation with two copies: for a unit vector `u`, a density matrix `σ` with
`σ u = 0` and `e ≠ 1`, the estimate differs from `⟨u, O u⟩` by at most `2 ‖O‖ (e / (1 - e))²`. -/
theorem virtual_distillation {e : ℝ} {u : n → ℂ} {σ : Matrix n n ℂ} (O : Matrix n n ℂ)
    (he : e ≠ 1) (hu : star u ⬝ᵥ u = 1) (hσ : IsDensity σ) (hσu : σ *ᵥ u = 0) :
    ‖distilledValue (noisyState e u σ) O - star u ⬝ᵥ O *ᵥ u‖ ≤
      2 * ‖O‖ * (e / (1 - e)) ^ 2 := by
  refine (distilled_error_le_purity O he hu hσ.1.isHermitian hσu).trans ?_
  have hp : 0 ≤ purity σ := by
    rw [purity, trace_sq_eq hσ.1.isHermitian, Complex.ofReal_re]
    positivity
  have hp1 : 0 ≤ 1 - purity σ := sub_nonneg.2 (purity_le_one hσ)
  have h1 : 0 < (1 - e) ^ 2 := sq_pos_of_ne_zero (sub_ne_zero.2 he.symm)
  have hD : 0 < (1 - e) ^ 2 + e ^ 2 * purity σ := by positivity
  rw [mul_div_assoc, div_pow]
  refine mul_le_mul_of_nonneg_left ?_ (by positivity)
  rw [div_le_div_iff₀ hD h1]
  linarith [mul_nonneg (mul_nonneg (sq_nonneg e) h1.le) hp1,
    mul_nonneg (mul_nonneg (sq_nonneg e) (sq_nonneg e)) hp]
```

This is the opening claim. It holds for every real \(e\ne1\), which includes all physical weights \(0\le e\le1\) except \(e=1\), and for every matrix \(O\), Hermitian or not. Since \(p\le1\) and \(D\ge(1-e)^2\),
\[
\frac{e^2p}{D}\le\frac{e^2}{(1-e)^2}.
\]
Lean multiplies out the denominators and checks that the difference, \(e^2(1-e)^2(1-p)+e^4p\), is non-negative.

**Without \(\sigma u=0\).** A unit vector and a density matrix alone do not suffice. Take \(u=(1,0)\), let \(\sigma\) project onto \((1,1)/\sqrt2\), and let \(O\) be the Pauli matrix \(X\). Then \(\langle u,Xu\rangle=0\), while \(\operatorname{Tr}(X\rho^2)=e\) and \(\operatorname{Tr}\rho^2=1-e+e^2\). At \(e=0.1\) the error is about 0.110, but the bound would allow only 0.025.

**In a calculation.** For a molecular energy on a quantum computer, \(O\) is a finite qubit Hamiltonian written as a sum of Pauli strings, and the bound applies to the exact ratio, as an estimate of the energy in \(u\), if the two copies are identical, independent and of the form above. It does not cover gate errors in the measurement circuit or the statistical error of a finite number of runs. For each string, an ancilla in \((|0\rangle+|1\rangle)/\sqrt2\) controls the string on one copy and then the swap; the mean of \(X\) on the ancilla is that string's numerator. Leaving out the string gives the common denominator. The weighted numerators are added and divided by it.

## A qubit that attains the sharper bound

```lean
/-- The qubit vector `(1, 0)` and the density matrix `diag(0, 1)` meet the hypotheses on
`u` and `σ`. -/
theorem virtual_distillation_witness :
    star (![1, 0] : Fin 2 → ℂ) ⬝ᵥ ![1, 0] = 1 ∧
      IsDensity (Matrix.diagonal (![0, 1] : Fin 2 → ℂ)) ∧
      Matrix.diagonal (![0, 1] : Fin 2 → ℂ) *ᵥ ![1, 0] = 0 := by
  refine ⟨by simp [dotProduct, Fin.sum_univ_two], ⟨?_, ?_⟩, ?_⟩
  · rw [Matrix.posSemidef_diagonal_iff]
    intro i
    fin_cases i <;> simp
  · simp [Matrix.trace_diagonal, Fin.sum_univ_two]
  · ext i
    fin_cases i <;> simp [Matrix.mulVec_diagonal]
```

The notation `![1, 0]` lists the components of a vector. The three parts state that \(u=(1,0)\) is a unit vector, that \(\sigma=\operatorname{diag}(0,1)\) is a density matrix, and that \(\sigma u=0\).

```lean
/-- For the qubit with `u = (1, 0)`, `σ = diag(0, 1)` and `Z = diag(1, -1)`, the distance of the
estimate from `1` is exactly `2 ‖Z‖ e² / ((1 - e)² + e²)`. -/
theorem qubit_error_eq (e : ℝ) :
    ‖distilledValue (noisyState e ![1, 0] (Matrix.diagonal (![0, 1] : Fin 2 → ℂ)))
        (Matrix.diagonal ![1, -1]) - 1‖ =
      2 * ‖Matrix.diagonal (![1, -1] : Fin 2 → ℂ)‖ * e ^ 2 / ((1 - e) ^ 2 + e ^ 2) := by
  have hZ : ‖Matrix.diagonal (![1, -1] : Fin 2 → ℂ)‖ = 1 := by
    rw [Matrix.l2_opNorm_diagonal]
    refine le_antisymm ((pi_norm_le_iff_of_nonneg zero_le_one).2 fun i => ?_) ?_
    · fin_cases i <;> simp
    · simpa using norm_le_pi_norm (![1, -1] : Fin 2 → ℂ) 0
  have hρ : noisyState e ![1, 0] (Matrix.diagonal (![0, 1] : Fin 2 → ℂ)) =
      Matrix.diagonal ![1 - (e : ℂ), (e : ℂ)] := by
    ext i j
    change (1 - (e : ℂ)) * ((![1, 0] : Fin 2 → ℂ) i * star ((![1, 0] : Fin 2 → ℂ) j)) +
      (e : ℂ) * Matrix.diagonal (![0, 1] : Fin 2 → ℂ) i j =
        Matrix.diagonal ![1 - (e : ℂ), (e : ℂ)] i j
    fin_cases i <;> fin_cases j <;> simp
  have hD : 0 < (1 - e) ^ 2 + e ^ 2 := by nlinarith [sq_nonneg (1 - 2 * e)]
  have hDc : (1 - (e : ℂ)) * (1 - (e : ℂ)) + (e : ℂ) * (e : ℂ) ≠ 0 := by
    have h : (((1 - e) ^ 2 + e ^ 2 : ℝ) : ℂ) ≠ 0 := Complex.ofReal_ne_zero.2 hD.ne'
    push_cast at h
    simpa only [pow_two] using h
  have hval : distilledValue (Matrix.diagonal ![1 - (e : ℂ), (e : ℂ)])
      (Matrix.diagonal ![1, -1]) - 1 = ((-(2 * e ^ 2 / ((1 - e) ^ 2 + e ^ 2)) : ℝ) : ℂ) := by
    unfold distilledValue
    rw [mul_assoc, ← Matrix.mul_kronecker_mul, one_mul, trace_swap_kronecker,
      trace_swap_kronecker]
    simp only [Matrix.diagonal_mul_diagonal, Matrix.trace_diagonal, Fin.sum_univ_two,
      Matrix.cons_val_zero, Matrix.cons_val_one]
    push_cast
    rw [pow_two (1 - (e : ℂ)), pow_two (e : ℂ), ← neg_div, eq_div_iff hDc, sub_mul,
      div_mul_cancel₀ _ hDc]
    ring
  rw [hρ, hval, hZ, Complex.norm_real, norm_neg, Real.norm_of_nonneg (by positivity), mul_one]

end

end SwapVirtualDistillation
```

Here \(\rho=\operatorname{diag}(1-e,e)\) (`hρ`), \(\langle u,Zu\rangle=1\) and \(\lVert Z\rVert=1\) (`hZ`). By `hval`,
\[
\frac{(1-e)^2-e^2}{(1-e)^2+e^2}-1=-\frac{2e^2}{(1-e)^2+e^2}.
\]
As \(p=1\), the size of this error equals the purity bound exactly. The simpler bound with \((e/(1-e))^2\) is slightly larger for small non-zero \(e\).

```lean
#print axioms SwapVirtualDistillation.swapOp_mulVec
#print axioms SwapVirtualDistillation.virtual_distillation
#print axioms SwapVirtualDistillation.qubit_error_eq
```

```
'SwapVirtualDistillation.swapOp_mulVec' depends on axioms: [propext, Classical.choice, Quot.sound]
'SwapVirtualDistillation.virtual_distillation' depends on axioms: [propext, Classical.choice, Quot.sound]
'SwapVirtualDistillation.qubit_error_eq' depends on axioms: [propext, Classical.choice, Quot.sound]
```
